# Hubbard U and V from inverse response matrices, for self-consistent Hartree site occupations with invertible bare response

Q: Suppose I shift the potential on each site, record how the occupations change, invert that response matrix and call minus the inverse the interaction. Take two sites with on-site $U=2$, inter-site $V=1$ and a bare response of minus the identity. I read off 3 on the diagonal, not 2. With the interaction switched off I still read off 1. What has to be subtracted?

A: Minus the inverse of the bare response, the response with the interaction potential held fixed. In your example this is the identity, the same as with the interaction switched off. Let $a$ be the applied shifts, $n(a)$ the occupations, $v(n)$ the interaction potential and $g$ the occupations as a function of the total potential. Self-consistency says
$$n(a)=g(a+v(n(a))).$$
At a reference shift $a_0$, write $X_{ij}=\partial n_i/\partial a_j$ and $f_{ij}=\partial v_i/\partial n_j$, and let $X_0$ be the derivative matrix of $g$ at the total potential $a_0+v(n(a_0))$. The chain rule gives
$$X_{ij}=\sum_k (X_0)_{ik}\Big(\delta_{kj}+\sum_l f_{kl}X_{lj}\Big),\qquad\text{so}\qquad X=X_0+X_0fX.$$

Q: You will now divide by both matrices. Are both invertible?

A: One assumption is enough. The equation factors in two ways:
$$(1-X_0f)X=X_0,\qquad X_0(1+fX)=X.$$
Taking determinants, the first shows that $\det X=0$ forces $\det X_0=0$, and the second shows the converse. If $X_0$ is invertible, so is $X$, and from $X_0fX=X-X_0$ we get
$$f=X_0^{-1}(X-X_0)X^{-1}=X_0^{-1}-X^{-1}.$$
For the extended Hubbard potential in Hartree form, $v_i=U_in_i+\sum_{j\ne i}V_{ij}n_j$ with total site occupations and no exchange, differentiation gives $f_{ii}=U_i$ and $f_{ij}=V_{ij}$ for $j\neq i$. In your example $X_0^{-1}=-1$ removes exactly the surplus 1.

Q: How does the formal version represent all this?

A: The sites form a finite type `ι`, and shifts, potentials and occupations are real vectors indexed by it.

In Lean 4 with Mathlib:

```lean
import Mathlib

open Matrix Topology

namespace LinearResponseU

noncomputable section

variable {ι : Type*} [Fintype ι] [DecidableEq ι]
```

A response matrix is the matrix of the Fréchet derivative.

```lean
/-- The response matrix of a site-resolved quantity `F` at `x`: the matrix of its
derivative, for `F` differentiable at `x`. -/
def jacobian (F : (ι → ℝ) → (ι → ℝ)) (x : ι → ℝ) : Matrix ι ι ℝ :=
  LinearMap.toMatrix' (fderiv ℝ F x : (ι → ℝ) →ₗ[ℝ] (ι → ℝ))
```

Self-consistency is required throughout some neighbourhood of `a₀`, which is what `∀ᶠ a in 𝓝 a₀` says. At the single point `a₀` it would tell us nothing about derivatives.

```lean
/-- Near the applied shift `a₀`, the occupations `n a` are those that the sites, with
occupation function `g`, take in the applied shift plus the interaction potential `v (n a)`. -/
def SelfConsistentNear (g v n : (ι → ℝ) → (ι → ℝ)) (a₀ : ι → ℝ) : Prop :=
  ∀ᶠ a in 𝓝 a₀, n a = g (a + v (n a))
```

The Hubbard potential is the one above. Its sum leaves out site `i`, so diagonal values of `V` play no role, and `V` need not be symmetric. This is the Hartree form: `n i` is the total occupation of site `i`, and exchange is left out. With on-site exchange included, an electron on a site with one orbital would feel `U i` times the occupation of the opposite spin only.

```lean
/-- The extended Hubbard mean-field potential on site `i`:
`U i * n i` plus the sum of `V i j * n j` over the other sites `j`. -/
def hubbardPotential (U : ι → ℝ) (V : ι → ι → ℝ) (n : ι → ℝ) : ι → ℝ :=
  fun i => U i * n i + ∑ j ∈ Finset.univ.erase i, V i j * n j
```

Q: Which index is the perturbed site?

A: The second. Entry `i j` is the first-order change on site `i` per unit shift on site `j`, directly from the definition.

```lean
/-- For `F` differentiable at `x`, the entry `i j` of the response matrix is the change of `F` on
site `i` per unit shift on site `j`, to first order. -/
theorem jacobian_apply (F : (ι → ℝ) → (ι → ℝ)) (x : ι → ℝ) (i j : ι) :
    jacobian F x i j = fderiv ℝ F x (Pi.single j 1) i := rfl
```

For a linear map the response matrix is the map's own matrix, which will be needed for the Hubbard potential.

```lean
/-- A linear map given by a matrix is differentiable, and its response matrix is
that matrix. -/
theorem jacobian_mulVec (A : Matrix ι ι ℝ) (x : ι → ℝ) :
    DifferentiableAt ℝ (fun y => A *ᵥ y) x ∧ jacobian (fun y => A *ᵥ y) x = A := by
  have h : HasFDerivAt (fun y => A *ᵥ y)
      (LinearMap.toContinuousLinearMap (Matrix.toLin' A)) x :=
    (LinearMap.toContinuousLinearMap (Matrix.toLin' A)).hasFDerivAt
  exact ⟨h.differentiableAt, by simp [jacobian, h.fderiv]⟩
```

Q: In a calculation, the bare response is what I get before the interaction potential reacts. You defined it as a derivative of $g$. Is that the same thing?

A: Yes. Freeze the potential at `v (n a₀)` and vary only the applied shift. The argument of `g` is then displaced by a constant, and the derivative is that of `g` at the displaced point.

```lean
/-- The bare response is the response of the occupations when the interaction potential
is frozen at its value for the shift `a₀`. -/
theorem frozen_response (g v n : (ι → ℝ) → (ι → ℝ)) (a₀ : ι → ℝ) :
    jacobian (fun a => g (a + v (n a₀))) a₀ = jacobian g (a₀ + v (n a₀)) := by
  unfold jacobian
  rw [fderiv_comp_add_right]
```

Q: And the Dyson equation is really derived, not assumed?

A: It is derived from self-consistency and the differentiability of `g`, `v` and `n` at the relevant points. That a differentiable solution `n` exists is a hypothesis. Physically, it means that the chosen state follows the shift smoothly, without jumping to another solution.

In the proof, `hin` differentiates the total potential and `hout` applies the chain rule through `g`. Since `n` agrees with this composition near `a₀`, `key` equates the derivatives. The remaining lines turn composition of linear maps into matrix multiplication.

```lean
/-- Dyson equation: for self-consistent occupations, with `g`, `v` and `n` differentiable at the
points concerned, the full response `X`, the bare response `X₀` and the interaction kernel `f`
satisfy `X = X₀ + X₀ f X`. -/
theorem dyson_equation {g v n : (ι → ℝ) → (ι → ℝ)} {a₀ : ι → ℝ}
    (hg : DifferentiableAt ℝ g (a₀ + v (n a₀))) (hv : DifferentiableAt ℝ v (n a₀))
    (hn : DifferentiableAt ℝ n a₀) (hsc : SelfConsistentNear g v n a₀) :
    jacobian n a₀ = jacobian g (a₀ + v (n a₀))
      + jacobian g (a₀ + v (n a₀)) * jacobian v (n a₀) * jacobian n a₀ := by
  -- the total potential responds directly and through the occupations
  have hin : HasFDerivAt (fun a => a + v (n a))
      (ContinuousLinearMap.id ℝ (ι → ℝ) + (fderiv ℝ v (n a₀)).comp (fderiv ℝ n a₀)) a₀ :=
    (hasFDerivAt_id a₀).fun_add (hv.hasFDerivAt.comp a₀ hn.hasFDerivAt)
  have hout : HasFDerivAt (fun a => g (a + v (n a)))
      ((fderiv ℝ g (a₀ + v (n a₀))).comp (ContinuousLinearMap.id ℝ (ι → ℝ)
        + (fderiv ℝ v (n a₀)).comp (fderiv ℝ n a₀))) a₀ :=
    HasFDerivAt.comp (f := fun a => a + v (n a)) a₀ hg.hasFDerivAt hin
  have key := (hout.congr_of_eventuallyEq hsc).fderiv
  -- translate the chain rule into matrices
  have hlin : (fderiv ℝ n a₀ : (ι → ℝ) →ₗ[ℝ] (ι → ℝ))
      = (fderiv ℝ g (a₀ + v (n a₀)) : (ι → ℝ) →ₗ[ℝ] (ι → ℝ))
        + ((fderiv ℝ g (a₀ + v (n a₀)) : (ι → ℝ) →ₗ[ℝ] (ι → ℝ)) ∘ₗ
          (fderiv ℝ v (n a₀) : (ι → ℝ) →ₗ[ℝ] (ι → ℝ))) ∘ₗ
          (fderiv ℝ n a₀ : (ι → ℝ) →ₗ[ℝ] (ι → ℝ)) := by
    refine LinearMap.ext fun x => ?_
    have hx := DFunLike.congr_fun key x
    simpa using hx
  have hmat := congrArg LinearMap.toMatrix' hlin
  rw [map_add, LinearMap.toMatrix'_comp, LinearMap.toMatrix'_comp] at hmat
  exact hmat
```

The determinant argument is pure matrix algebra: `h₁` and `h₂` are the two factorisations.

```lean
/-- For matrices obeying the Dyson equation, the bare response is invertible exactly when
the full response is. -/
theorem det_ne_zero_iff {X X₀ f : Matrix ι ι ℝ} (h : X = X₀ + X₀ * f * X) :
    X₀.det ≠ 0 ↔ X.det ≠ 0 := by
  have h₁ : (1 - X₀ * f) * X = X₀ := by
    rw [sub_mul, one_mul]
    exact sub_eq_of_eq_add h
  have h₂ : X₀ * (1 + f * X) = X := by
    rw [mul_add, mul_one, ← mul_assoc]
    exact h.symm
  have d₁ := congrArg Matrix.det h₁
  have d₂ := congrArg Matrix.det h₂
  rw [Matrix.det_mul] at d₁ d₂
  constructor
  · intro h0 hX
    exact h0 (by rw [← d₁, hX, mul_zero])
  · intro hX h0
    exact hX (by rw [← d₂, h0, zero_mul])
```

Beyond the hypotheses of the Dyson equation, the kernel formula assumes only that the bare response has nonzero determinant, and concludes both that `X` is invertible and that $f=X_0^{-1}-X^{-1}$. The `calc` block inserts $X_0^{-1}X_0$ on the left of $f$ and $XX^{-1}$ on the right, replaces $X_0fX$ by $X-X_0$, and expands.

```lean
/-- Linear-response formula: for self-consistent occupations, with `g`, `v` and `n` differentiable
at the points concerned and with invertible bare response `X₀`, the full response `X` is invertible
and the interaction kernel is `X₀⁻¹ - X⁻¹`. -/
theorem interaction_kernel {g v n : (ι → ℝ) → (ι → ℝ)} {a₀ : ι → ℝ}
    (hg : DifferentiableAt ℝ g (a₀ + v (n a₀))) (hv : DifferentiableAt ℝ v (n a₀))
    (hn : DifferentiableAt ℝ n a₀) (hsc : SelfConsistentNear g v n a₀)
    (h0 : (jacobian g (a₀ + v (n a₀))).det ≠ 0) :
    (jacobian n a₀).det ≠ 0 ∧
      jacobian v (n a₀) = (jacobian g (a₀ + v (n a₀)))⁻¹ - (jacobian n a₀)⁻¹ := by
  have h := dyson_equation hg hv hn hsc
  have hX := (det_ne_zero_iff h).mp h0
  refine ⟨hX, ?_⟩
  generalize jacobian g (a₀ + v (n a₀)) = X₀ at *
  generalize jacobian n a₀ = X at *
  generalize jacobian v (n a₀) = f at *
  have e₁ : X₀⁻¹ * X₀ = 1 := Matrix.nonsing_inv_mul X₀ (isUnit_iff_ne_zero.mpr h0)
  have e₂ : X * X⁻¹ = 1 := Matrix.mul_nonsing_inv X (isUnit_iff_ne_zero.mpr hX)
  have e₃ : X₀ * f * X = X - X₀ := by
    rw [eq_sub_iff_add_eq, add_comm]
    exact h.symm
  -- strip the bare response from the left and the full response from the right
  calc f = (X₀⁻¹ * X₀) * f * (X * X⁻¹) := by rw [e₁, e₂, one_mul, mul_one]
    _ = X₀⁻¹ * (X₀ * f * X) * X⁻¹ := by simp only [mul_assoc]
    _ = X₀⁻¹ * (X - X₀) * X⁻¹ := by rw [e₃]
    _ = X₀⁻¹ * (X * X⁻¹) - (X₀⁻¹ * X₀) * X⁻¹ := by
      rw [mul_sub, sub_mul, mul_assoc X₀⁻¹ X]
    _ = X₀⁻¹ - X⁻¹ := by rw [e₁, e₂, mul_one, one_mul]
```

Q: So far $f$ is just a kernel. Where do $U$ and $V$ enter?

A: Through the choice of `v`. The next lemma splits off the diagonal term of a matrix-vector product to show that the Hubbard potential is linear, with `U` on the diagonal of its matrix and `V` off it.

```lean
/-- The extended Hubbard potential is linear in the occupations, with `U` on the diagonal
of its matrix and `V` off the diagonal. -/
theorem hubbardPotential_eq (U : ι → ℝ) (V : ι → ι → ℝ) :
    hubbardPotential U V =
      fun n => (Matrix.of fun i j => if i = j then U i else V i j) *ᵥ n := by
  funext n i
  simp only [hubbardPotential, Matrix.mulVec, dotProduct, Matrix.of_apply]
  rw [← Finset.add_sum_erase _ _ (Finset.mem_univ i), if_pos rfl]
  congr 1
  refine Finset.sum_congr rfl fun j hj => ?_
  rw [if_neg (Finset.ne_of_mem_erase hj).symm]
```

Its derivative is therefore that matrix, and substituting it into the kernel formula identifies every entry.

```lean
/-- For differentiable self-consistent occupations in the extended Hubbard potential, with
invertible bare response `X₀`, the diagonal entries of `X₀⁻¹ - X⁻¹` are the on-site `U` and
the off-diagonal entries are the inter-site `V`. -/
theorem hubbard_parameters {g n : (ι → ℝ) → (ι → ℝ)} {a₀ : ι → ℝ}
    (U : ι → ℝ) (V : ι → ι → ℝ)
    (hg : DifferentiableAt ℝ g (a₀ + hubbardPotential U V (n a₀)))
    (hn : DifferentiableAt ℝ n a₀)
    (hsc : SelfConsistentNear g (hubbardPotential U V) n a₀)
    (h0 : (jacobian g (a₀ + hubbardPotential U V (n a₀))).det ≠ 0) (i j : ι) :
    ((jacobian g (a₀ + hubbardPotential U V (n a₀)))⁻¹ - (jacobian n a₀)⁻¹) i j
      = if i = j then U i else V i j := by
  have hv := jacobian_mulVec (Matrix.of fun i j => if i = j then U i else V i j) (n a₀)
  rw [← hubbardPotential_eq] at hv
  rw [← (interaction_kernel hg hv.1 hn hsc h0).2, hv.2, Matrix.of_apply]
```

Q: In density-functional theory the potential depends on the whole density, not on a few occupations.

A: That is the main idealisation. The theorem says what the difference of inverse responses used in DFT+U calculations measures in a finite model where site potentials determine the occupations and site occupations determine the interaction potential. It does not derive such a model from a density functional.

Q: And if my sites hold a fixed number of electrons between them?

A: Then the inversion is unavailable. If $\sum_i g_i$ stays constant as the potential varies, every column of $X_0$ sums to zero, so the row vector $(1,\dots,1)$ annihilates $X_0$ from the left and $\det X_0=0$. The proof differentiates the total occupation `S` in two ways, through `g` and as a constant, and compares. Invertibility thus requires sites whose total occupation can change, for instance because electrons can move to and from other orbitals.

```lean
/-- If the total occupation of a nonempty set of sites does not change with the potential
near `x`, the bare response at `x` is singular. -/
theorem det_eq_zero_of_conserved [Nonempty ι] {g : (ι → ℝ) → (ι → ℝ)} {x : ι → ℝ}
    (hg : DifferentiableAt ℝ g x) (N : ℝ) (hN : ∀ᶠ y in 𝓝 x, ∑ i, g y i = N) :
    (jacobian g x).det = 0 := by
  let S : (ι → ℝ) →L[ℝ] ℝ := ∑ i, ContinuousLinearMap.proj i
  have h₁ : HasFDerivAt (fun y => S (g y)) (S.comp (fderiv ℝ g x)) x :=
    S.hasFDerivAt.comp x hg.hasFDerivAt
  have h₂ : HasFDerivAt (fun y => S (g y)) (0 : (ι → ℝ) →L[ℝ] ℝ) x :=
    (hasFDerivAt_const N x).congr_of_eventuallyEq
      (hN.mono fun y hy => by simpa [S] using hy)
  have h₃ := h₁.unique h₂
  -- every column of the response matrix sums to zero
  refine Matrix.exists_vecMul_eq_zero_iff.mp ⟨fun _ => 1, ?_, ?_⟩
  · intro h
    obtain ⟨i⟩ := ‹Nonempty ι›
    exact one_ne_zero (congrFun h i)
  · funext j
    have hj := DFunLike.congr_fun h₃ (Pi.single j 1)
    simpa [S, Matrix.vecMul, dotProduct, jacobian_apply] using hj
```

Q: Does any interacting system meet all the conditions?

A: Your two sites do. With $g(x)=-x$, self-consistency reads $n=-(a+fn)$, so
$$n=-(1+f)^{-1}a,\qquad 1+f=\begin{pmatrix}3&1\\1&3\end{pmatrix},\qquad X=\begin{pmatrix}-3/8&1/8\\1/8&-3/8\end{pmatrix}.$$
Occupations are counted from a reference, so negative values are allowed. As a model of electrons, the linear $g$ is meant for small shifts only, since real site occupations are bounded. The last theorem checks self-consistency entry by entry, together with differentiability and the nonzero determinant. Here
$$X_0^{-1}-X^{-1}=-1+(1+f)=\begin{pmatrix}2&1\\1&2\end{pmatrix},$$
with the 2 you were missing on the diagonal.

```lean
/-- Two sites with `U = 2`, `V = 1` and occupation function `g x = -x` (occupations counted
from a reference) have explicit differentiable self-consistent occupations and an
invertible bare response. -/
theorem hubbard_parameters_witness (a₀ x : Fin 2 → ℝ) :
    SelfConsistentNear (fun y => -y) (hubbardPotential (fun _ => 2) (fun _ _ => 1))
      (fun a => !![-3/8, 1/8; 1/8, -3/8] *ᵥ a) a₀ ∧
    DifferentiableAt ℝ (fun a : Fin 2 → ℝ => !![-3/8, 1/8; 1/8, -3/8] *ᵥ a) a₀ ∧
    DifferentiableAt ℝ (fun y : Fin 2 → ℝ => -y) x ∧
    (jacobian (fun y : Fin 2 → ℝ => -y) x).det ≠ 0 := by
  have hneg : (fun y : Fin 2 → ℝ => -y) = fun y => (-1 : Matrix (Fin 2) (Fin 2) ℝ) *ᵥ y := by
    funext y
    rw [Matrix.neg_mulVec, Matrix.one_mulVec]
  have hJ := jacobian_mulVec (-1 : Matrix (Fin 2) (Fin 2) ℝ) x
  rw [← hneg] at hJ
  refine ⟨Filter.Eventually.of_forall fun a => ?_, (jacobian_mulVec _ a₀).1, hJ.1, ?_⟩
  · rw [hubbardPotential_eq]
    ext i
    -- expand into entries before choosing the site
    simp only [Pi.neg_apply, Pi.add_apply, Matrix.mulVec, dotProduct, Fin.sum_univ_two,
      Matrix.of_apply]
    fin_cases i <;> simp <;> ring
  · rw [hJ.2]
    simp [Matrix.det_fin_two]

end

end LinearResponseU
```

```lean
#print axioms LinearResponseU.frozen_response
-- 'LinearResponseU.frozen_response' depends on axioms: [propext, Classical.choice, Quot.sound]
#print axioms LinearResponseU.hubbard_parameters
-- 'LinearResponseU.hubbard_parameters' depends on axioms: [propext, Classical.choice, Quot.sound]
#print axioms LinearResponseU.det_eq_zero_of_conserved
-- 'LinearResponseU.det_eq_zero_of_conserved' depends on axioms: [propext, Classical.choice, Quot.sound]
```
